# Bjorken x lies between 0 and 1 when the hadronic mass is at least the target mass

## A lepton scattering off a target at rest

A lepton strikes a proton at rest and leaves with less energy and a new direction. The proton may survive or break up into many hadrons. Even if only the lepton is detected, its two momenta fix the invariant mass $W$ of everything else in the final state.

Let $k$ and $k'$ be the lepton's three-momenta before and after the collision, and let $M>0$ be the target mass. In units where the speed of light is 1, a massless lepton has energies $E=\|k\|$ and $E'=\|k'\|$. It transfers energy $\nu=E-E'$ and momentum $k-k'$. Define
$$Q^2=\|k-k'\|^2-\nu^2,\qquad W^2=(M+\nu)^2-\|k-k'\|^2,\qquad x=\frac{Q^2}{2M\nu}.$$
Here $W^2$ is the invariant square of the total hadronic four-momentum, $Q^2$ is minus the square of the transferred four-momentum, and $x$ is the Bjorken variable.

The claim is that if $\nu>0$ and $W^2\ge M^2$, then $0\le x\le1$, and $x=1$ exactly when $W^2=M^2$. The condition on $W^2$ is a physical input: the proton is the lightest state with baryon number one, so the hadrons produced from it cannot have a smaller invariant mass in a process that conserves baryon number.

For a massless lepton and a free proton at rest, these bounds give a consistency check on simulated scattering events.

## The two bounds on x

Expanding both squares in $Q^2$ gives
$$Q^2=E^2+E'^2-2\,k\cdot k'-(E-E')^2=2(EE'-k\cdot k').$$
By the Cauchy–Schwarz inequality, $k\cdot k'\le EE'$, so $Q^2\ge0$. Since $2M\nu>0$, also $x\ge0$. With the scattering angle $\theta$, the same expression reads
$$Q^2=2EE'(1-\cos\theta)=4EE'\sin^2(\theta/2).$$

For the upper bound, expand $W^2$:
$$W^2=M^2+2M\nu+\nu^2-\|k-k'\|^2=M^2+2M\nu-Q^2.$$
Substituting $Q^2=2M\nu x$ gives
$$W^2-M^2=2M\nu(1-x).$$
The factor $2M\nu$ is positive, so $W^2\ge M^2$ is equivalent to $x\le1$, and $W^2=M^2$ is equivalent to $x=1$. The endpoint $x=1$ is therefore elastic kinematics.

The other endpoint, $x=0$, means $Q^2=0$, hence $k\cdot k'=EE'$. This is equality in Cauchy–Schwarz with a positive sign, and it holds exactly when $k$ and $k'$ lie on a common ray. As a statement about vectors this includes $k'=0$, which for a massless lepton is only the limit of zero outgoing energy.

## Which values occur at fixed lepton energies

Now fix $E>E'>0$. Since $k\cdot k'\ge-EE'$, the virtuality satisfies $Q^2\le4EE'$, with equality for backscattering. Inserting $Q^2=2Mx(E-E')$ gives a further condition:
$$Mx(E-E')\le2EE'.$$

Conversely, suppose that $0\le x\le1$ and that this inequality holds. Set
$$c=1-\frac{Mx(E-E')}{EE'}.$$
Then $-1\le c\le1$, so $c$ can serve as the cosine of a scattering angle. Take
$$k=(E,0,0),\qquad k'=(E'c,\;E'\sqrt{1-c^2},\;0).$$
These vectors have lengths $E$ and $E'$, and their inner product is $EE'c$. Hence $Q^2=2EE'(1-c)=2Mx(E-E')$, which gives the prescribed $x$. Because $x\le1$, the condition $W^2\ge M^2$ holds as well.

## The statements in Lean

`Momentum` is Euclidean three-space, and the lepton energies are norms of its vectors; this is where masslessness enters. The functions `energyTransfer`, `virtuality`, `hadronicMassSq` and `bjorkenX` are $\nu$, $Q^2$, $W^2$ and $x$. The target's rest frame is built into `hadronicMassSq`, where the target contributes energy `M` and no momentum. The formula $W^2=M^2+2M\nu-Q^2$ is a theorem, `hadronicMassSq_eq`.

The main theorem, `bjorkenX_mem_Icc`, assumes `hM` ($M>0$), `hν` ($\nu>0$) and `hW` ($W^2\ge M^2$). Its conclusion joins membership of $x$ in the closed interval `Set.Icc (0 : ℝ) 1` with the equivalence for $x=1$.

The theorem `accessible_region` says that, for $E>E'>0$, momenta with these norms, $W^2\ge M^2$ and Bjorken variable $x$ exist if and only if $0\le x\le1$ and $Mx(E-E')\le2EE'$. This is a statement about kinematics alone: it includes no cross section, and it does not exclude masses $W$ above $M$ at which no hadronic state exists. Lepton mass and target motion are also left out.

```lean
import Mathlib

open scoped InnerProductSpace

namespace DeepInelasticScattering

noncomputable section

/-- Three-momenta are vectors in Euclidean three-space. -/
abbrev Momentum := EuclideanSpace ℝ (Fin 3)

/-- The energy lost by a massless lepton whose momentum changes from `k` to `k'`. -/
def energyTransfer (k k' : Momentum) : ℝ := ‖k‖ - ‖k'‖

/-- The virtuality `Q²`: squared momentum transfer minus squared energy transfer. -/
def virtuality (k k' : Momentum) : ℝ := ‖k - k'‖ ^ 2 - energyTransfer k k' ^ 2

/-- The hadronic mass squared `W²`: the invariant square of the total four-momentum of
a target of mass `M` at rest and the four-momentum transferred by the lepton. -/
def hadronicMassSq (M : ℝ) (k k' : Momentum) : ℝ :=
  (M + energyTransfer k k') ^ 2 - ‖k - k'‖ ^ 2

/-- The Bjorken scaling variable `x = Q² / (2 M ν)`, with `ν` the energy transfer. -/
def bjorkenX (M : ℝ) (k k' : Momentum) : ℝ :=
  virtuality k k' / (2 * M * energyTransfer k k')

/-- The virtuality is twice the difference between the product of the lepton energies
and the inner product of the lepton momenta. -/
theorem virtuality_eq_inner (k k' : Momentum) :
    virtuality k k' = 2 * (‖k‖ * ‖k'‖ - ⟪k, k'⟫_ℝ) := by
  unfold virtuality energyTransfer
  rw [norm_sub_sq_real]
  ring

/-- In terms of the lepton scattering angle `θ`, the virtuality is
`Q² = 4 E E' sin²(θ/2)`. -/
theorem virtuality_eq_sin_sq (k k' : Momentum) :
    virtuality k k' =
      4 * ‖k‖ * ‖k'‖ * Real.sin (InnerProductGeometry.angle k k' / 2) ^ 2 := by
  have h1 := InnerProductGeometry.cos_angle_mul_norm_mul_norm k k'
  have h2 := Real.cos_two_mul (InnerProductGeometry.angle k k' / 2)
  have h3 := Real.sin_sq_add_cos_sq (InnerProductGeometry.angle k k' / 2)
  rw [mul_div_cancel₀ _ (two_ne_zero' ℝ)] at h2
  rw [virtuality_eq_inner, ← h1, h2]
  linear_combination (-4 * ‖k‖ * ‖k'‖) * h3

/-- The hadronic mass squared is `W² = M² + 2 M ν - Q²`. -/
theorem hadronicMassSq_eq (M : ℝ) (k k' : Momentum) :
    hadronicMassSq M k k' = M ^ 2 + 2 * M * energyTransfer k k' - virtuality k k' := by
  unfold hadronicMassSq virtuality
  ring

/-- The definition of the Bjorken variable, cleared of its denominator. -/
lemma bjorkenX_mul {M : ℝ} {k k' : Momentum} (hM : 0 < M)
    (hν : 0 < energyTransfer k k') :
    bjorkenX M k k' * (2 * M * energyTransfer k k') = virtuality k k' := by
  have h : 2 * M * energyTransfer k k' ≠ 0 := by positivity
  exact div_mul_cancel₀ _ h

/-- For `M > 0` and `ν > 0`, the excess of the hadronic mass squared over `M²` is `W² - M² = 2 M ν
(1 - x)`. -/
theorem hadronicMassSq_sub {M : ℝ} {k k' : Momentum} (hM : 0 < M)
    (hν : 0 < energyTransfer k k') :
    hadronicMassSq M k k' - M ^ 2 =
      2 * M * energyTransfer k k' * (1 - bjorkenX M k k') := by
  linear_combination hadronicMassSq_eq M k k' + bjorkenX_mul hM hν

/-- For `M > 0` and `ν > 0`, the hadronic mass squared is at least `M²` exactly when `x ≤ 1`. -/
theorem target_mass_le_iff {M : ℝ} {k k' : Momentum} (hM : 0 < M)
    (hν : 0 < energyTransfer k k') :
    M ^ 2 ≤ hadronicMassSq M k k' ↔ bjorkenX M k k' ≤ 1 := by
  have h := hadronicMassSq_sub hM hν
  have hp : 0 < 2 * M * energyTransfer k k' := by positivity
  constructor
  · intro hW
    by_contra hx
    have := mul_pos hp (sub_pos.2 (not_le.1 hx))
    nlinarith
  · intro hx
    have := mul_nonneg hp.le (sub_nonneg.2 hx)
    linarith

/-- If a massless lepton loses energy to a resting target of mass `M > 0` and the hadronic
mass squared is at least `M²`, then the Bjorken variable lies between 0 and 1, and it
equals 1 exactly when the hadronic mass squared is `M²`. -/
theorem bjorkenX_mem_Icc {M : ℝ} {k k' : Momentum} (hM : 0 < M)
    (hν : 0 < energyTransfer k k') (hW : M ^ 2 ≤ hadronicMassSq M k k') :
    bjorkenX M k k' ∈ Set.Icc (0 : ℝ) 1 ∧
      (bjorkenX M k k' = 1 ↔ hadronicMassSq M k k' = M ^ 2) := by
  have h := hadronicMassSq_sub hM hν
  have hp : 0 < 2 * M * energyTransfer k k' := by positivity
  -- Cauchy-Schwarz makes the virtuality nonnegative
  have hQ : 0 ≤ virtuality k k' := by
    rw [virtuality_eq_inner]
    linarith [real_inner_le_norm k k']
  refine ⟨⟨div_nonneg hQ hp.le, (target_mass_le_iff hM hν).1 hW⟩, ?_, ?_⟩
  · intro hx
    rw [hx] at h
    linarith
  · intro hE
    rw [hE, sub_self] at h
    rcases mul_eq_zero.1 h.symm with h0 | h0
    · exact absurd h0 hp.ne'
    · linarith

/-- For `M > 0` and `ν > 0`, the Bjorken variable vanishes exactly when the lepton momenta before
and after lie on a common ray from the origin. -/
theorem bjorkenX_eq_zero_iff {M : ℝ} {k k' : Momentum} (hM : 0 < M)
    (hν : 0 < energyTransfer k k') :
    bjorkenX M k k' = 0 ↔ SameRay ℝ k k' := by
  have hx := bjorkenX_mul hM hν
  have hQ := virtuality_eq_inner k k'
  -- equality case of Cauchy-Schwarz
  have hray : SameRay ℝ k k' ↔ ⟪k, k'⟫_ℝ = ‖k‖ * ‖k'‖ :=
    (sameRay_iff_norm_smul_eq.trans eq_comm).trans inner_eq_norm_mul_iff_real.symm
  rw [hray]
  constructor
  · intro h
    rw [h, zero_mul] at hx
    linarith
  · intro h
    have h0 : virtuality k k' = 0 := by rw [hQ, h]; ring
    rw [bjorkenX, h0, zero_div]

/-- The squared length of a momentum in the scattering plane. -/
lemma norm_sq_planar (a b : ℝ) : ‖(!₂[a, b, 0] : Momentum)‖ ^ 2 = a ^ 2 + b ^ 2 := by
  simp [EuclideanSpace.norm_sq_eq, Fin.sum_univ_three]

/-- For `M > 0` and lepton energies `E > E' > 0`, the values of `x` that occur with hadronic mass
squared at least `M²` are exactly those with `0 ≤ x ≤ 1` and `M x (E - E') ≤ 2 E E'`. -/
theorem accessible_region {M E E' x : ℝ} (hM : 0 < M) (hE' : 0 < E') (hE : E' < E) :
    (∃ k k' : Momentum, ‖k‖ = E ∧ ‖k'‖ = E' ∧
      M ^ 2 ≤ hadronicMassSq M k k' ∧ bjorkenX M k k' = x) ↔
    0 ≤ x ∧ x ≤ 1 ∧ M * x * (E - E') ≤ 2 * E * E' := by
  constructor
  · rintro ⟨k, k', rfl, rfl, hW, rfl⟩
    have hν : 0 < energyTransfer k k' := sub_pos.2 hE
    have hI := (bjorkenX_mem_Icc hM hν hW).1
    have hx : bjorkenX M k k' * (2 * M * (‖k‖ - ‖k'‖)) = virtuality k k' :=
      bjorkenX_mul hM hν
    -- the virtuality is largest for backscattering
    have hb := neg_le_of_abs_le (abs_real_inner_le_norm k k')
    have hQ := virtuality_eq_inner k k'
    exact ⟨hI.1, hI.2, by nlinarith⟩
  · rintro ⟨hx0, hx1, hb⟩
    have hE0 : 0 < E := hE'.trans hE
    have hp : 0 < E * E' := mul_pos hE0 hE'
    have hd : 0 < E - E' := sub_pos.2 hE
    -- the cosine of the required scattering angle
    obtain ⟨c, hc⟩ : ∃ c : ℝ, E * E' * (1 - c) = M * x * (E - E') :=
      ⟨1 - M * x * (E - E') / (E * E'), by rw [sub_sub_cancel]; field_simp⟩
    have hr : 0 ≤ M * x * (E - E') := by positivity
    have hc1 : c ≤ 1 := by
      by_contra h
      nlinarith [mul_pos hp (sub_pos.2 (not_le.1 h))]
    have hc2 : -1 ≤ c := by
      by_contra h
      nlinarith [mul_pos hp (sub_pos.2 (not_le.1 h))]
    have hs : Real.sqrt (1 - c ^ 2) ^ 2 = 1 - c ^ 2 := Real.sq_sqrt (by nlinarith)
    let k : Momentum := !₂[E, 0, 0]
    let k' : Momentum := !₂[E' * c, E' * Real.sqrt (1 - c ^ 2), 0]
    have hk : ‖k‖ = E := (sq_eq_sq₀ (norm_nonneg _) hE0.le).1 (by
      rw [norm_sq_planar]; ring)
    have hk' : ‖k'‖ = E' := (sq_eq_sq₀ (norm_nonneg _) hE'.le).1 (by
      rw [norm_sq_planar]; linear_combination E' ^ 2 * hs)
    have hi : ⟪k, k'⟫_ℝ = E * (E' * c) := by
      simp [k, k', PiLp.inner_apply, Fin.sum_univ_three, mul_comm]
    have hν : energyTransfer k k' = E - E' := by rw [energyTransfer, hk, hk']
    have hQ : virtuality k k' = 2 * (M * x * (E - E')) := by
      rw [virtuality_eq_inner, hk, hk', hi]
      linear_combination 2 * hc
    have hx : bjorkenX M k k' = x := by
      have hne : 2 * M * (E - E') ≠ 0 := by positivity
      rw [bjorkenX, hQ, hν, div_eq_iff hne]
      ring
    refine ⟨k, k', hk, hk', ?_, hx⟩
    rw [target_mass_le_iff hM (by rw [hν]; exact hd), hx]
    exact hx1

end

end DeepInelasticScattering
```

```lean
#print axioms DeepInelasticScattering.virtuality_eq_sin_sq
-- 'DeepInelasticScattering.virtuality_eq_sin_sq' depends on axioms: [propext, Classical.choice, Quot.sound]
#print axioms DeepInelasticScattering.bjorkenX_mem_Icc
-- 'DeepInelasticScattering.bjorkenX_mem_Icc' depends on axioms: [propext, Classical.choice, Quot.sound]
#print axioms DeepInelasticScattering.bjorkenX_eq_zero_iff
-- 'DeepInelasticScattering.bjorkenX_eq_zero_iff' depends on axioms: [propext, Classical.choice, Quot.sound]
#print axioms DeepInelasticScattering.accessible_region
-- 'DeepInelasticScattering.accessible_region' depends on axioms: [propext, Classical.choice, Quot.sound]
```

## How the proof follows the algebra

`virtuality_eq_inner` expands the norm of the difference with `norm_sub_sq_real`, and `ring` collects the terms. `virtuality_eq_sin_sq` then applies the double-angle formula.

`bjorkenX_mul` clears the denominator of $x$, which is nonzero because $M$ and $\nu$ are positive. Adding this identity to `hadronicMassSq_eq` yields `hadronicMassSq_sub`, the factorised form of $W^2-M^2$. From it, `target_mass_le_iff` reads off the sign of $1-x$.

In `bjorkenX_mem_Icc`, the step `hQ` obtains $Q^2\ge0$ from `real_inner_le_norm`, and `target_mass_le_iff` supplies the upper bound. For the equivalence, $x=1$ makes the factorised right-hand side vanish. In the other direction, `mul_eq_zero` says that one of the factors $2M\nu$ and $1-x$ is zero, and positivity excludes the first.

`bjorkenX_eq_zero_iff` combines $Q^2=0$ with Mathlib's equality case of Cauchy–Schwarz, expressed through `SameRay`.

The forward half of `accessible_region` uses the lower bound on the inner product, `hb`, for backscattering. The reverse half obtains `c` from its defining equation, proves the bounds `hc1` and `hc2` by contradiction, and constructs the planar momenta. The lemma `norm_sq_planar` gives their squared lengths; since norms and energies are nonnegative, equality of squares gives equality of lengths. The steps `hi`, `hQ` and `hx` compute the inner product, the virtuality and the Bjorken variable in turn, and `target_mass_le_iff` turns $x\le1$ into the required condition on $W^2$.
